# Every finite POVM on $\mathbb{C}^n$ is the compression of a projective measurement

To reproduce the outcome probabilities of a generalised measurement with a routine that only offers projective ones, map the state vector by an isometry into a space with an added pointer register, and read the register. For finite-dimensional systems with finitely many outcomes, the problems below show that this is always possible, and derive relations that hold however the isometry and the projectors are chosen.

## Measurements and dilations as matrices

Outcomes $i$ form a finite type `ι` with $k$ elements. The types `n` and `m` index bases of the system and of an enlarged space. A dagger is `ᴴ` in Lean.

```lean
import Mathlib

open Matrix
open scoped ComplexOrder MatrixOrder

namespace NaimarkDilation

variable {ι n m : Type*} [Fintype ι] [DecidableEq ι] [Fintype n] [DecidableEq n]
  [Fintype m] [DecidableEq m]
```

A POVM is a family of effects $E_i$; in a normalised state $\psi$, outcome $i$ has probability $\psi^\dagger E_i\psi$.

```lean
/-- A generalised measurement (POVM): positive semidefinite effects, one for each outcome,
that sum to the identity. -/
structure IsPOVM (E : ι → Matrix n n ℂ) : Prop where
  pos : ∀ i, (E i).PosSemidef
  sum_eq_one : ∑ i, E i = 1
```

A projective measurement has orthogonal projectors $P_i$ instead.

```lean
/-- A projective measurement: mutually orthogonal Hermitian projectors, one for each outcome,
that sum to the identity. -/
structure IsPVM (P : ι → Matrix m m ℂ) : Prop where
  herm : ∀ i, (P i)ᴴ = P i
  idem : ∀ i, P i * P i = P i
  orth : ∀ i j, i ≠ j → P i * P j = 0
  sum_eq_one : ∑ i, P i = 1
```

A dilation links the two through a matrix $V$ with $V^\dagger V=1$. The dimension of the second space is finite but not prescribed; $V^\dagger V=1$ forces it to be at least that of the system.

```lean
/-- The isometry `V` and the projective measurement `P` on a second space dilate `E`:
each effect is the compression `E i = V† P i V`. -/
structure IsNaimarkDilation (E : ι → Matrix n n ℂ) (V : Matrix m n ℂ)
    (P : ι → Matrix m m ℂ) : Prop where
  isometry : Vᴴ * V = 1
  pvm : IsPVM P
  compress : ∀ i, E i = Vᴴ * P i * V
```

For the construction, take matrices $K_i$ and stack them into $S$, with entries $S_{(j,c),b}=(K_j)_{cb}$. The index pair `ι × n` stands for $\mathbb{C}^k\otimes\mathbb{C}^n$, pointer first.

```lean
/-- The operator that sends `ψ` to the sum over outcomes `i` of `|i⟩ ⊗ K i ψ`. -/
def stack (K : ι → Matrix n n ℂ) : Matrix (ι × n) n ℂ :=
  Matrix.of fun p b => K p.1 p.2 b
```

The projector $\Pi_i=|i\rangle\langle i|\otimes 1$ reads the pointer.

```lean
/-- The projector `|i⟩⟨i| ⊗ 1` that reads the value `i` off the pointer. -/
def pointer (i : ι) : Matrix (ι × n) (ι × n) ℂ :=
  diagonal fun p => if p.1 = i then 1 else 0
```

## (a) Reading the pointer

Show that the $\Pi_i$ form a projective measurement:
$$\Pi_i^\dagger=\Pi_i,\qquad \Pi_i\Pi_j=\delta_{ij}\Pi_i,\qquad \sum_i\Pi_i=1.$$

**Solution.** $\Pi_i$ is diagonal, with entry $\delta_{ji}$ at $(j,c)$. These entries are real, equal to their squares, and never both nonzero for two different outcomes. At each $(j,c)$ exactly one $\Pi_i$ contributes 1. Lean checks `herm`, `idem` and `orth` on the diagonal entries, splitting on whether the pointer value is $i$; for the sum it splits on whether the matrix entry is diagonal.

```lean
/-- Reading the pointer is a projective measurement. -/
theorem pointer_isPVM : IsPVM (pointer : ι → Matrix (ι × n) (ι × n) ℂ) where
  herm i := by
    unfold pointer
    rw [diagonal_conjTranspose]
    congr 1
    funext p
    by_cases h : p.1 = i <;> simp [h]
  idem i := by
    simp only [pointer, diagonal_mul_diagonal]
    congr 1
    funext p
    by_cases h : p.1 = i <;> simp [h]
  orth i j hij := by
    simp only [pointer, diagonal_mul_diagonal]
    refine (congrArg diagonal ?_).trans diagonal_zero
    funext p
    by_cases h : p.1 = i
    · have h' : p.1 ≠ j := fun e => hij (h.symm.trans e)
      simp [h']
    · simp [h]
  sum_eq_one := by
    ext p q
    rw [Matrix.sum_apply]
    by_cases h : p = q
    · subst h
      simp [pointer]
    · simp [pointer, one_apply, h]
```

## (b) Compressing a pointer projector

Show that
$$S^\dagger\Pi_iS=K_i^\dagger K_i.$$

**Solution.** In components,
$$(S^\dagger\Pi_iS)_{ab}=\sum_{j,c}\overline{(K_j)_{ca}}\,\delta_{ji}\,(K_j)_{cb}=\sum_c\overline{(K_i)_{ca}}(K_i)_{cb}.$$
`Finset.sum_eq_single` keeps the block $j=i$.

```lean
/-- Compressing the pointer projector `i` by the stacked operator gives `K i† K i`. -/
theorem stack_compress (K : ι → Matrix n n ℂ) (i : ι) :
    (stack K)ᴴ * pointer (n := n) i * stack K = (K i)ᴴ * K i := by
  ext a b
  rw [Matrix.mul_apply, Fintype.sum_prod_type]
  simp only [pointer, mul_diagonal, conjTranspose_apply, stack, of_apply]
  -- only the block with pointer value `i` survives
  rw [Finset.sum_eq_single i]
  · simp [Matrix.mul_apply]
  · intro j _ hj
    simp [hj]
  · simp
```

## (c) Existence of a dilation

Given a POVM, find an isometry $V$ into $\mathbb{C}^k\otimes\mathbb{C}^n$ and a projective measurement $P_i$ there with
$$E_i=V^\dagger P_iV.$$

**Solution.** Since $E_i\ge0$, write $E_i=K_i^\dagger K_i$, for instance with $K_i=\sqrt{E_i}$. Take $V=S$ and $P_i=\Pi_i$; part (b) gives the compression. Then
$$V^\dagger V=\sum_iV^\dagger\Pi_iV=\sum_iE_i=1.$$
Lean takes the factors from the characterisation of nonnegative elements of a C*-algebra, and `choose` picks one per outcome. The `calc` block is the line above.

With a single outcome, $E=1$, and $K=1$ gives $V=1$, $P=1$: nothing needs enlarging.

Naimark's name also belongs to a theorem on operator-valued measures in Hilbert space; the argument here uses matrices and finite sums throughout.

```lean
/-- **Naimark's dilation theorem** for finitely many outcomes: every POVM on `ℂⁿ` with `k`
outcomes is the compression, by an isometry into a space of dimension `nk`, of a projective
measurement on that space. -/
theorem naimark_dilation {E : ι → Matrix n n ℂ} (hE : IsPOVM E) :
    ∃ (V : Matrix (ι × n) n ℂ) (P : ι → Matrix (ι × n) (ι × n) ℂ),
      IsNaimarkDilation E V P := by
  -- factor every effect as `K† K`
  have hfac : ∀ i, ∃ K : Matrix n n ℂ, E i = Kᴴ * K := fun i =>
    CStarAlgebra.nonneg_iff_eq_star_mul_self.mp (Matrix.nonneg_iff_posSemidef.mpr (hE.pos i))
  choose K hK using hfac
  refine ⟨stack K, pointer, ?_, pointer_isPVM, fun i => by rw [stack_compress, hK i]⟩
  -- completeness of the effects makes the stacked operator an isometry
  calc (stack K)ᴴ * stack K
      = (stack K)ᴴ * (∑ i : ι, pointer (n := n) i) * stack K := by
        rw [pointer_isPVM.sum_eq_one, Matrix.mul_one]
    _ = ∑ i : ι, (stack K)ᴴ * pointer (n := n) i * stack K := by
        rw [Matrix.mul_sum, Matrix.sum_mul]
    _ = ∑ i, E i := Finset.sum_congr rfl fun i _ => by rw [stack_compress, hK i]
    _ = 1 := hE.sum_eq_one
```

## (d) Overlaps of the branches

Show that in every dilation
$$(P_iV)^\dagger(P_jV)=\delta_{ij}E_i.$$

**Solution.** The left side is $V^\dagger P_iP_jV$. It vanishes for $i\neq j$ by orthogonality, and equals $V^\dagger P_iV=E_i$ for $i=j$. So the unnormalised branch $P_iV\psi$ has squared norm $\psi^\dagger E_i\psi$, the probability of outcome $i$.

```lean
omit [Fintype n] in
/-- In every dilation the branches `P i V` of different outcomes are orthogonal, and the
Gram matrix of branch `i` is the effect `E i`. -/
theorem branch_overlap {E : ι → Matrix n n ℂ} {V : Matrix m n ℂ} {P : ι → Matrix m m ℂ}
    (h : IsNaimarkDilation E V P) (i j : ι) :
    (P i * V)ᴴ * (P j * V) = if i = j then E i else 0 := by
  have h1 : (P i * V)ᴴ * (P j * V) = Vᴴ * (P i * P j) * V := by
    rw [conjTranspose_mul, h.pvm.herm]
    simp only [Matrix.mul_assoc]
  rw [h1]
  split_ifs with hij
  · subst hij
    rw [h.pvm.idem, ← h.compress]
  · rw [h.pvm.orth i j hij, Matrix.mul_zero, Matrix.zero_mul]
```

## (e) The converse

Show that any family with a dilation satisfies
$$E_i\ge0,\qquad\sum_iE_i=1.$$

**Solution.** By (d), $E_i=(P_iV)^\dagger(P_iV)\ge0$. Summing the compressions gives $V^\dagger(\sum_iP_i)V=V^\dagger V=1$.

```lean
/-- Converse of the dilation theorem: a family of matrices that has a Naimark dilation, on a
space of any finite dimension, is a POVM. -/
theorem isPOVM_of_dilation {E : ι → Matrix n n ℂ} {V : Matrix m n ℂ}
    {P : ι → Matrix m m ℂ} (h : IsNaimarkDilation E V P) : IsPOVM E where
  pos i := by
    have h1 := branch_overlap h i i
    rw [if_pos rfl] at h1
    rw [← h1]
    exact posSemidef_conjTranspose_mul_self _
  sum_eq_one := by
    calc ∑ i, E i = ∑ i, Vᴴ * P i * V := Finset.sum_congr rfl fun i _ => h.compress i
      _ = Vᴴ * (∑ i, P i) * V := by rw [Matrix.mul_sum, Matrix.sum_mul]
      _ = 1 := by rw [h.pvm.sum_eq_one, Matrix.mul_one, h.isometry]
```

## (f) Leakage out of the embedded system

Let $L_i=P_iV-VE_i=(1-VV^\dagger)P_iV$, the part of branch $i$ outside the range of $V$. Show that
$$L_i^\dagger L_i=E_i-E_i^2.$$

**Solution.** Expand, using $E_i^\dagger=E_i$, $V^\dagger P_iV=E_i$ and $V^\dagger V=1$. The four terms, `h1` to `h4` in Lean, give $E_i-E_i^2-E_i^2+E_i^2$.

```lean
/-- The leakage `P i V - V E i` of a dilation has Gram matrix `E i - (E i)²`. -/
theorem leakage {E : ι → Matrix n n ℂ} {V : Matrix m n ℂ} {P : ι → Matrix m m ℂ}
    (h : IsNaimarkDilation E V P) (i : ι) :
    (P i * V - V * E i)ᴴ * (P i * V - V * E i) = E i - E i * E i := by
  have hH : (E i)ᴴ = E i := ((isPOVM_of_dilation h).pos i).isHermitian
  have c : Vᴴ * P i * V = E i := (h.compress i).symm
  have h1 : (P i * V)ᴴ * (P i * V) = E i := by rw [branch_overlap h, if_pos rfl]
  have h2 : (P i * V)ᴴ * (V * E i) = E i * E i := by
    rw [conjTranspose_mul, h.pvm.herm, ← Matrix.mul_assoc, c]
  have h3 : (V * E i)ᴴ * (P i * V) = E i * E i := by
    rw [conjTranspose_mul, hH, Matrix.mul_assoc, ← Matrix.mul_assoc Vᴴ, c]
  have h4 : (V * E i)ᴴ * (V * E i) = E i * E i := by
    rw [conjTranspose_mul, hH, Matrix.mul_assoc, ← Matrix.mul_assoc Vᴴ, h.isometry,
      Matrix.one_mul]
  rw [conjTranspose_sub, Matrix.sub_mul, Matrix.mul_sub, Matrix.mul_sub, h1, h2, h3, h4]
  abel
```

## (g) When an effect is a projector

Show that
$$E_i^2=E_i\iff P_iV=VE_i.$$

**Solution.** By (f), the left side says $L_i^\dagger L_i=0$. The diagonal entries of $L_i^\dagger L_i$ are sums of squared moduli, so this means $L_i=0$.

```lean
/-- An effect is itself a projector exactly when its dilating projector acts on the embedded
system as the effect does, `P i V = V E i`. -/
theorem sharp_iff {E : ι → Matrix n n ℂ} {V : Matrix m n ℂ} {P : ι → Matrix m m ℂ}
    (h : IsNaimarkDilation E V P) (i : ι) :
    E i * E i = E i ↔ P i * V = V * E i := by
  have hl := leakage h i
  constructor
  · intro hs
    rw [hs, sub_self] at hl
    exact sub_eq_zero.mp (conjTranspose_mul_self_eq_zero.mp hl)
  · intro hs
    rw [hs, sub_self, Matrix.mul_zero] at hl
    exact (sub_eq_zero.mp hl.symm).symm
```

## (h) A qubit measured in a random basis

Measure Z or X with probability $\tfrac12$ each, and report basis and result:
$$E_0=\tfrac12\begin{pmatrix}1&0\\0&0\end{pmatrix},\quad E_1=\tfrac12\begin{pmatrix}0&0\\0&1\end{pmatrix},\quad E_{2,3}=\tfrac14\begin{pmatrix}1&\pm1\\\pm1&1\end{pmatrix}.$$

```lean
/-- The qubit measurement that picks the Z or the X basis with probability one half each and
reports both the basis and the result. -/
noncomputable def randomZX : Fin 4 → Matrix (Fin 2) (Fin 2) ℂ :=
  ![!![1/2, 0; 0, 0], !![0, 0; 0, 1/2], !![1/4, 1/4; 1/4, 1/4], !![1/4, -1/4; -1/4, 1/4]]
```

Show that this is a POVM with
$$E_0E_2\neq E_2E_0.$$

**Solution.** Each effect is half a projector, hence positive, and $E_0+E_1=E_2+E_3=\tfrac12\,1$. The upper right entry of $E_0E_2$ is $\tfrac18$; that of $E_2E_0$ is 0. Lean proves positivity from explicit factors $B_i^\dagger B_i$ and compares the same entry.

In the state $(1,0)^T$ the probabilities are $\tfrac12,0,\tfrac14,\tfrac14$, and by (f) the leakage of outcome 0 has squared norm $\tfrac12-\tfrac14=\tfrac14$. The effects do not all commute, yet the projectors that dilate them do.

```lean
/-- The random Z-or-X measurement is a POVM, and its effects do not all commute. -/
theorem randomZX_witness :
    IsPOVM randomZX ∧ randomZX 0 * randomZX 2 ≠ randomZX 2 * randomZX 0 := by
  refine ⟨⟨fun i => ?_, ?_⟩, fun h => ?_⟩
  · -- each effect has an explicit factorisation `B† B`
    obtain ⟨B, hB⟩ : ∃ B : Fin 4 → Matrix (Fin 2) (Fin 2) ℂ,
        B = ![!![1/2, 0; 1/2, 0], !![0, 1/2; 0, 1/2], !![1/2, 1/2; 0, 0],
          !![1/2, -1/2; 0, 0]] := ⟨_, rfl⟩
    have h2 : (starRingEnd ℂ) 2 = 2 := Complex.conj_eq_iff_real.mpr ⟨2, by norm_num⟩
    have key : randomZX i = (B i)ᴴ * B i := by
      fin_cases i <;> ext a b <;> fin_cases a <;> fin_cases b <;>
        simp [randomZX, hB, Matrix.mul_apply, Fin.sum_univ_two, h2] <;> norm_num [h2]
    rw [key]
    exact posSemidef_conjTranspose_mul_self _
  · ext a b
    fin_cases a <;> fin_cases b <;> simp [randomZX, Fin.sum_univ_four] <;> norm_num
  · have h01 := congrFun (congrFun h 0) 1
    simp [randomZX, Matrix.mul_apply, Fin.sum_univ_two] at h01

end NaimarkDilation
```

```lean
#print axioms NaimarkDilation.naimark_dilation
#print axioms NaimarkDilation.sharp_iff
```

```
'NaimarkDilation.naimark_dilation' depends on axioms: [propext, Classical.choice, Quot.sound]
'NaimarkDilation.sharp_iff' depends on axioms: [propext, Classical.choice, Quot.sound]
```
